# For a level coupled to finitely many higher, mutually uncoupled levels, each Brillouin–Wigner sweep gains exactly one order in the squared coupling

A reference level at energy zero is coupled with strength s to excited levels, and its Brillouin–Wigner energy E appears in its own energy denominators. To count the orders gained by reinserting E, one must first choose what kind of object E is: here it is a formal power series in w = s², and an error has order m when w^m divides it and w^(m+1) does not.

Start at energy zero and sweep n times. If every excited level lies above the reference and at least one couples to it, the error has order exactly n+1. For this model, with finitely many excited levels not coupled to each other, n sweeps therefore reproduce the perturbation series of the energy through w^n, which is order 2n in s.

Relating the formal series to the spectrum of this model takes one more step, which is not proved in Lean here: the series is the Taylor series in w of the eigenvalue that tends to zero with s. Convergence and the size of the error at a given coupling are separate questions.

```lean
import Mathlib

open PowerSeries Matrix ComplexConjugate

namespace BrillouinWignerOrder

noncomputable section

variable {K ι : Type*} [Field K] [Fintype ι]
```

## The energy differs from every bare excited energy

Let a be the amplitude on the reference level and b_k the amplitude on excited level k, whose energy is d_k. The coupling matrix element is s V_k. The rows of Hψ = Eψ are

E a = s Σ_k V_k* b_k

E b_k = s V_k a + d_k b_k.

If E ≠ d_k for every k, the second row gives

b_k = s V_k a / (E − d_k).

If a were zero, every b_k would vanish and ψ would be zero. So a ≠ 0, and inserting b_k in the first row and dividing by a gives

E = s² Σ_k |V_k|² / (E − d_k).

In Lean the basis is `Option ι`, with `none` for the reference and `some k` for an excited level. The vector ψ need not be normalised.

```lean
/-- Hamiltonian of a reference level at energy zero, coupled with amplitudes `s * V k` to
excited levels at energies `d k` that are not coupled to each other. -/
def starHamiltonian [DecidableEq ι] (V : ι → ℂ) (d : ι → ℝ) (s : ℝ) :
    Matrix (Option ι) (Option ι) ℂ :=
  Matrix.of fun i j => match i, j with
    | none, none => 0
    | none, some k => s * conj (V k)
    | some k, none => s * V k
    | some j, some k => if j = k then (d j : ℂ) else 0

/-- An eigenvalue `E` of the Hamiltonian that differs from every excited level energy satisfies
the Brillouin-Wigner equation, in which `E` appears in its own energy denominators. -/
theorem brillouin_wigner_equation [DecidableEq ι] (V : ι → ℂ) (d : ι → ℝ) (s : ℝ)
    {ψ : Option ι → ℂ} {E : ℂ} (hψ : ψ ≠ 0)
    (h : starHamiltonian V d s *ᵥ ψ = E • ψ) (hE : ∀ k, E ≠ d k) :
    E = (s : ℂ) ^ 2 * ∑ k, (Complex.normSq (V k) : ℂ) / (E - d k) := by
  have h0 : ∑ k, (s : ℂ) * conj (V k) * ψ (some k) = E * ψ none := by
    simpa [starHamiltonian, Matrix.mulVec, dotProduct, Fintype.sum_option]
      using congrFun h none
  have hk : ∀ k, (s : ℂ) * V k * ψ none + d k * ψ (some k) = E * ψ (some k) := by
    intro k
    simpa [starHamiltonian, Matrix.mulVec, dotProduct, Fintype.sum_option]
      using congrFun h (some k)
  -- the excited amplitudes are fixed by the reference amplitude
  have hsol : ∀ k, ψ (some k) = s * V k * ψ none / (E - d k) := by
    intro k
    rw [eq_div_iff (sub_ne_zero.mpr (hE k))]
    linear_combination -(hk k)
  have hnone : ψ none ≠ 0 := by
    intro hz
    apply hψ
    funext i
    cases i with
    | none => exact hz
    | some k => rw [hsol k, hz]; simp
  apply mul_right_cancel₀ hnone
  rw [← h0, Finset.mul_sum, Finset.sum_mul]
  refine Finset.sum_congr rfl fun k _ => ?_
  rw [hsol k, ← Complex.mul_conj]
  ring
```

In the proof, `h0` and `hk` are the two rows, `hsol` solves for b_k using `hE`, and `hnone` shows a ≠ 0. Without `hE` the statement fails already for one decoupled level with V = 0 and d = 1. The excited state has E = 1, while the right-hand side contains 0/0, which Lean evaluates as 0.

## No excited level is degenerate with the reference

Write g_k = |V_k|² and

S(E) = Σ_k g_k / (E − d_k).

The file calls S `selfEnergy`; textbooks usually include the squared coupling, so their self-energy is w S(E). The equation to solve is E = w S(E), and the sweeps are

E_0 = 0, E_(n+1) = w S(E_n).

A power series has an inverse exactly when its constant term is nonzero. For a series E that vanishes at w = 0, the constant term of E − d_k is −d_k, so the gap must be nonzero. The type `Kˣ` of invertible elements of the field `K` builds this in. Lean's `X` is the series variable w, `C` turns a number into a constant series, and `bwIterate g d n` is E_n.

```lean
/-- Self-energy of the reference level at trial energy `E`, with squared couplings `g k` and nonzero
gaps `d k`. Each denominator is invertible when the constant term of `E` differs from every gap; a
term whose denominator is not invertible counts as zero. -/
def selfEnergy (g : ι → K) (d : ι → Kˣ) (E : K⟦X⟧) : K⟦X⟧ :=
  ∑ k, C (g k) * (E - C (d k : K))⁻¹

/-- Brillouin-Wigner iteration: start at the unperturbed energy zero and insert each energy into the
self-energy, then multiply by the series variable, the squared coupling strength, to get the next.
-/
def bwIterate (g : ι → K) (d : ι → Kˣ) : ℕ → K⟦X⟧
  | 0 => 0
  | n + 1 => X * selfEnergy g d (bwIterate g d n)

/-- Every iterate has zero constant term. -/
theorem constantCoeff_bwIterate (g : ι → K) (d : ι → Kˣ) (n : ℕ) :
    constantCoeff (bwIterate g d n) = 0 := by
  cases n <;> simp [bwIterate]
```

The last lemma holds because E_0 is zero and every later iterate carries a factor w. With a single degenerate level, d = 0 and g = 1, the equation becomes E² = w. Its solutions ±s are linear in the coupling and are not power series in w.

## The energy vanishes with the coupling

A zero constant term selects the branch that starts from the reference level. By hand it enters through the difference of two self-energies. For each level,

1/(E − d_k) − 1/(F − d_k) = −(E − F) / ((E − d_k)(F − d_k)).

Summing with weights g_k gives

S(E) − S(F) = −(E − F) Q, Q = Σ_k g_k / ((E − d_k)(F − d_k)).

If E and F have zero constant term, that of Q is B = Σ_k g_k/d_k².

```lean
/-- For two trial energies with zero constant term, the self-energies differ by minus the energy
difference times a series whose constant term is the sum of `g k / d k ^ 2`. -/
theorem selfEnergy_sub (g : ι → K) (d : ι → Kˣ) {E F : K⟦X⟧}
    (hE : constantCoeff E = 0) (hF : constantCoeff F = 0) :
    ∃ Q : K⟦X⟧, constantCoeff Q = ∑ k, g k / (d k : K) ^ 2 ∧
      selfEnergy g d E - selfEnergy g d F = -(E - F) * Q := by
  refine ⟨∑ k, C (g k) * ((E - C (d k : K))⁻¹ * (F - C (d k : K))⁻¹), ?_, ?_⟩
  · rw [map_sum]
    refine Finset.sum_congr rfl fun k _ => ?_
    simp only [map_mul, map_sub, constantCoeff_inv, constantCoeff_C, hE, hF, zero_sub]
    rw [inv_neg]
    ring
  · -- resolvent identity, level by level
    rw [selfEnergy, selfEnergy, ← Finset.sum_sub_distrib, Finset.mul_sum]
    refine Finset.sum_congr rfl fun k _ => ?_
    have hp := PowerSeries.mul_inv_cancel (E - C (d k : K)) (by simp [hE])
    have hq := PowerSeries.mul_inv_cancel (F - C (d k : K)) (by simp [hF])
    linear_combination (C (g k) * (F - C (d k : K))⁻¹) * hp
      - (C (g k) * (E - C (d k : K))⁻¹) * hq
```

Here `hp` and `hq` say that each denominator times its inverse is 1, and `linear_combination` assembles the identity from them.

In theorems that assume E = w S(E), the hypothesis `hE0` is already implied by the factor w. It does real work for the two-level quadratic E(1 − E) = −w. If E is the root with zero constant term, 1 − E is also a root, with constant term 1, and it differs from every iterate at order zero.

## The energy solves the self-consistent equation

This hypothesis says that E is the energy the sweeps are meant to reach. Such a series exists. First, E_1 − E_0 = w S(0) is divisible by w. Then, with Q formed from E_(n+1) and E_n,

E_(n+2) − E_(n+1) = −w (E_(n+1) − E_n) Q,

so by induction w^(n+1) divides E_(n+1) − E_n. The coefficient of w^m is therefore fixed from E_m onwards. Let E have these settled coefficients; then w^(n+1) divides E − E_n for every n. With Q now formed from E and E_n,

E − w S(E) = (E − E_(n+1)) + w (E − E_n) Q.

The right-hand side is divisible by w^(n+1) for every n, so the left-hand side is zero.

```lean
/-- The Brillouin-Wigner equation has a formal power series solution with zero constant term. -/
theorem exists_bwEnergy (g : ι → K) (d : ι → Kˣ) :
    ∃ E : K⟦X⟧, constantCoeff E = 0 ∧ E = X * selfEnergy g d E := by
  have hstep : ∀ n, (X : K⟦X⟧) ^ (n + 1) ∣ bwIterate g d (n + 1) - bwIterate g d n := by
    intro n
    induction n with
    | zero => exact ⟨selfEnergy g d 0, by simp [bwIterate]⟩
    | succ n ih =>
      obtain ⟨a, ha⟩ := ih
      obtain ⟨Q, -, hQ⟩ := selfEnergy_sub g d (constantCoeff_bwIterate g d (n + 1))
        (constantCoeff_bwIterate g d n)
      refine ⟨-(a * Q), ?_⟩
      change X * selfEnergy g d (bwIterate g d (n + 1))
        - X * selfEnergy g d (bwIterate g d n) = _
      linear_combination X * hQ - X * Q * ha
  -- the coefficient of order m no longer changes after m sweeps
  have hstable : ∀ m n, m ≤ n →
      coeff m (bwIterate g d n) = coeff m (bwIterate g d m) := by
    intro m n hmn
    induction n, hmn using Nat.le_induction with
    | base => rfl
    | succ n hmn ih =>
      have h := X_pow_dvd_iff.1 (hstep n) m (by omega)
      rw [map_sub, sub_eq_zero] at h
      rw [h, ih]
  let E : K⟦X⟧ := PowerSeries.mk fun n => coeff n (bwIterate g d n)
  have hdvd : ∀ n, (X : K⟦X⟧) ^ (n + 1) ∣ E - bwIterate g d n := by
    intro n
    refine X_pow_dvd_iff.2 fun m hm => ?_
    rw [map_sub, coeff_mk, hstable m n (by omega), sub_self]
  have hE0 : constantCoeff E = 0 := by
    rw [← coeff_zero_eq_constantCoeff_apply, coeff_mk]
    simp [bwIterate]
  refine ⟨E, hE0, sub_eq_zero.1 ?_⟩
  ext n
  obtain ⟨a, ha⟩ := hdvd (n + 1)
  obtain ⟨b, hb⟩ := hdvd n
  obtain ⟨Q, -, hQ⟩ := selfEnergy_sub g d hE0 (constantCoeff_bwIterate g d n)
  change E - X * selfEnergy g d (bwIterate g d n) = _ at ha
  have h : (X : K⟦X⟧) ^ (n + 1) ∣ E - X * selfEnergy g d E :=
    ⟨X * a + X * b * Q, by linear_combination ha + X * Q * hb - X * hQ⟩
  rw [X_pow_dvd_iff.1 h n (by omega), map_zero]
```

The three steps are `hstep`, `hstable` and `hdvd`; the closing lines compare coefficients one at a time.

For any solution E, the same identity gives the error. Put A = Σ_k g_k/d_k. At n = 0 the error is E = w S(E), and S(E) has constant term −A. If E − E_n = w^(n+1) R, then

E − E_(n+1) = w (S(E) − S(E_n)) = −w (E − E_n) Q = w^(n+2) (−R Q).

Each sweep multiplies the constant term of R by −B, so after n sweeps it is

(−1)^(n+1) A B^n.

```lean
/-- If `E` has zero constant term and solves the Brillouin-Wigner equation, then `E` minus the
iterate after `n` sweeps is the power `n + 1` of the squared coupling strength times a series whose
constant term is given explicitly by the couplings and gaps. -/
theorem bw_error (g : ι → K) (d : ι → Kˣ) {E : K⟦X⟧} (hE0 : constantCoeff E = 0)
    (hE : E = X * selfEnergy g d E) (n : ℕ) :
    ∃ R : K⟦X⟧, constantCoeff R =
        (-1) ^ (n + 1) * (∑ k, g k / (d k : K)) * (∑ k, g k / (d k : K) ^ 2) ^ n ∧
      E - bwIterate g d n = X ^ (n + 1) * R := by
  induction n with
  | zero =>
    refine ⟨selfEnergy g d E, ?_, ?_⟩
    · simp [selfEnergy, hE0, div_eq_mul_inv, inv_neg, Finset.sum_neg_distrib]
    · rw [bwIterate, sub_zero, zero_add, pow_one]
      exact hE
  | succ n ih =>
    obtain ⟨R, hR0, hR⟩ := ih
    obtain ⟨Q, hQ0, hQ⟩ := selfEnergy_sub g d hE0 (constantCoeff_bwIterate g d n)
    refine ⟨-(R * Q), ?_, ?_⟩
    · rw [map_neg, map_mul, hR0, hQ0]
      ring
    · change E - X * selfEnergy g d (bwIterate g d n) = _
      linear_combination hE + X * hQ - X * Q * hR
```

The induction in Lean has the same base and step. If E does not solve the equation, the gain can stop: with one level, g = d = 1, and E = 0 in place of the solution, the error is −E_n, which has order one for every n ≥ 1.

## The excited levels lie above, and at least one couples

Positive gaps make the reference the lowest unperturbed level. The weights g_k are squared magnitudes, hence nonnegative, and one of them must be positive. Then A > 0 and B > 0, so the constant term of R, which is (−1)^(n+1) A B^n, is nonzero.

That fixes the order: if w^(m+1) divided w^m R, cancelling w^m would leave R divisible by w, and its constant term would be zero.

```lean
/-- A power of the series variable times a series with nonzero constant term is divisible by
that power and not by the next one. -/
theorem exact_order {F R : K⟦X⟧} {m : ℕ} (hR : constantCoeff R ≠ 0) (h : F = X ^ m * R) :
    X ^ m ∣ F ∧ ¬ X ^ (m + 1) ∣ F := by
  refine ⟨⟨R, h⟩, fun hd => hR ?_⟩
  rw [h, pow_succ, mul_dvd_mul_iff_left (pow_ne_zero _ X_ne_zero)] at hd
  exact X_dvd_iff.1 hd

/-- Brillouin-Wigner order matching: if all gaps are positive and the squared couplings are
nonnegative and not all zero, and `E` has zero constant term and solves the Brillouin-Wigner
equation, then `E` minus the iterate after `n` sweeps is of order exactly `n + 1`. -/
theorem bw_order_matching [LinearOrder K] [IsStrictOrderedRing K] (g : ι → K) (d : ι → Kˣ)
    (hd : ∀ k, 0 < (d k : K)) (hg : ∀ k, 0 ≤ g k) (hpos : ∃ k, 0 < g k)
    {E : K⟦X⟧} (hE0 : constantCoeff E = 0) (hE : E = X * selfEnergy g d E) (n : ℕ) :
    X ^ (n + 1) ∣ E - bwIterate g d n ∧ ¬ X ^ (n + 2) ∣ E - bwIterate g d n := by
  obtain ⟨R, hR0, hR⟩ := bw_error g d hE0 hE n
  obtain ⟨j, hj⟩ := hpos
  have hA : 0 < ∑ k, g k / (d k : K) :=
    Finset.sum_pos' (fun k _ => div_nonneg (hg k) (hd k).le)
      ⟨j, Finset.mem_univ j, div_pos hj (hd j)⟩
  have hB : 0 < ∑ k, g k / (d k : K) ^ 2 :=
    Finset.sum_pos' (fun k _ => div_nonneg (hg k) (pow_pos (hd k) 2).le)
      ⟨j, Finset.mem_univ j, div_pos hj (pow_pos (hd j) 2)⟩
  refine exact_order ?_ hR
  rw [hR0]
  exact mul_ne_zero (mul_ne_zero (pow_ne_zero _ (neg_ne_zero.mpr one_ne_zero)) hA.ne')
    (pow_ne_zero _ hB.ne')
```

The proof obtains `hA` and `hB` from sums of nonnegative terms with one positive term. `K` is now an ordered field, such as the real numbers.

If gaps of both signs are allowed, exactness can fail. Take d = 1 and d = −1 with equal weights 1. The two shifts cancel, S(0) = 0, and both E and every E_n are zero, so the error is divisible by every power of w. The failure comes from A = 0, not from the negative gap alone: with nonnegative weights and A ≠ 0, B is still positive and the order is still exactly n+1. If all weights vanish, the error is again zero.

## Two levels with unit gap

For one excited level with g = d = 1, the sweep is

E_(n+1) = w/(E_n − 1) = −w/(1 − E_n),

and E = w/(E − 1) is equivalent to E(1 − E) = −w for a series with zero constant term. The first terms are

E = −w + w² − 2w³ + …

E_1 = −w

E_2 = −w + w² − w³ + …

The errors of E_0, E_1 and E_2 begin with −w, w² and −w³, as the formula gives for A = B = 1. The leading error −w at n = 0 is the usual second-order energy shift, which the first sweep supplies.

```lean
/-- The iteration for two levels with unit gap, over the rational numbers. -/
def twoLevelIterate : ℕ → ℚ⟦X⟧
  | 0 => 0
  | n + 1 => -X * (1 - twoLevelIterate n)⁻¹

/-- The two-level iteration is the general one with a single excited level of unit gap and unit
squared coupling. -/
theorem twoLevelIterate_eq (n : ℕ) :
    twoLevelIterate n = bwIterate (fun _ : Unit => (1 : ℚ)) (fun _ => 1) n := by
  induction n with
  | zero => rfl
  | succ n ih =>
    have h0 : constantCoeff (twoLevelIterate n) = 0 := by
      rw [ih]; exact constantCoeff_bwIterate _ _ n
    have hp := PowerSeries.mul_inv_cancel (1 - twoLevelIterate n) (by simp [h0])
    have hq := PowerSeries.mul_inv_cancel (twoLevelIterate n - 1) (by simp [h0])
    rw [twoLevelIterate, bwIterate, ← ih]
    simp only [selfEnergy, Finset.univ_unique, Finset.sum_singleton, Units.val_one, map_one,
      one_mul]
    linear_combination X * (1 - twoLevelIterate n)⁻¹ * hq
      + X * (twoLevelIterate n - 1)⁻¹ * hp

/-- For the two-level energy with zero constant term that solves `E * (1 - E) = -X`, the error
after `n` sweeps is of order exactly `n + 1` in the squared coupling strength. -/
theorem two_level_order_matching {E : ℚ⟦X⟧} (hE0 : constantCoeff E = 0)
    (hE : E * (1 - E) = -X) (n : ℕ) :
    X ^ (n + 1) ∣ E - twoLevelIterate n ∧ ¬ X ^ (n + 2) ∣ E - twoLevelIterate n := by
  rw [twoLevelIterate_eq]
  refine bw_order_matching _ _ (fun _ => by simp) (fun _ => zero_le_one)
    ⟨(), zero_lt_one⟩ hE0 ?_ n
  -- divide the quadratic secular equation by the invertible series E - 1
  have hp := PowerSeries.mul_inv_cancel (E - 1) (by simp [hE0])
  simp only [selfEnergy, Finset.univ_unique, Finset.sum_singleton, Units.val_one, map_one,
    one_mul]
  linear_combination -E * hp - (E - 1)⁻¹ * hE

end

end BrillouinWignerOrder
```

`twoLevelIterate_eq` matches the two forms of the sweep by induction. The final theorem divides the quadratic by E − 1, which is invertible because `hE0` makes its constant term −1, and then applies the general result over the rational numbers.

```lean
#print axioms BrillouinWignerOrder.brillouin_wigner_equation
-- 'BrillouinWignerOrder.brillouin_wigner_equation' depends on axioms: [propext, Classical.choice, Quot.sound]
#print axioms BrillouinWignerOrder.exists_bwEnergy
-- 'BrillouinWignerOrder.exists_bwEnergy' depends on axioms: [propext, Classical.choice, Quot.sound]
#print axioms BrillouinWignerOrder.two_level_order_matching
-- 'BrillouinWignerOrder.two_level_order_matching' depends on axioms: [propext, Classical.choice, Quot.sound]
```
